# For a continuous spherical charge of finite radius, 4π(F(G) − Q)/G² tends to −2π/3 times the second radial moment as G → 0

## What goes into the G = 0 entry once the point-charge part is removed?

When I fill the reciprocal-space array for the potential of a smeared spherical ion, I subtract the point-charge part and have to enter a number by hand at $G=0$. With charge density $\rho(r)$ inside radius $R$, the other entries, in Gaussian units, come from

$$\frac{4\pi\,(F(G)-Q)}{G^2},\qquad F(G)=\int_0^R 4\pi r^2\rho(r)\,\frac{\sin Gr}{Gr}\,dr,\qquad Q=\int_0^R 4\pi r^2\rho(r)\,dr .$$

At $G=0$ this is $0/0$. Knowing that $F(G)\to Q$ doesn't tell me whether the quotient stays finite. Does it, even for a charged ion, and what is the number?

## The second radial moment fixes the number, whatever the charge

It stays finite for every real $\rho$ continuous on $[0,R]$, charged or neutral. Define

$$M=\int_0^R 4\pi r^4\rho(r)\,dr,\qquad A=\int_0^R 4\pi r^6|\rho(r)|\,dr .$$

The limit is $-\tfrac{2\pi}{3}M$, and at every real $G\ne0$ the quotient is within $\tfrac{\pi}{30}G^2A$ of it.

### From the sine to the limit

Start from $1-\cos y=2\sin^2(y/2)\le y^2/2$. For $y\ge0$, integrating from $0$ three times gives in turn

$$\sin y\ge y-\frac{y^3}{6},\qquad \cos y\le 1-\frac{y^2}{2}+\frac{y^4}{24},\qquad \sin y\le y-\frac{y^3}{6}+\frac{y^5}{120}.$$

Write $\operatorname{sinc}x=\sin x/x$, with $\operatorname{sinc}0=1$. Dividing the two sine bounds by $y>0$, and using that $\operatorname{sinc}$ is even, we get for all real $x$

$$\left|\operatorname{sinc}x-1+\frac{x^2}{6}\right|\le\frac{x^4}{120}.$$

Put $x=Gr$, multiply by $4\pi r^2|\rho(r)|$ and integrate:

$$\left|F(G)-Q+\frac{G^2}{6}M\right|=\left|\int_0^R4\pi r^2\rho\left(\operatorname{sinc}(Gr)-1+\frac{G^2r^2}{6}\right)dr\right|\le\frac{G^4}{120}A .$$

Multiplying by $4\pi/G^2$ gives

$$\left|\frac{4\pi(F(G)-Q)}{G^2}+\frac{2\pi}{3}M\right|\le\frac{\pi}{30}G^2A\;\longrightarrow\;0 .$$

Without the subtraction, the coefficient is

$$\frac{4\pi F(G)}{G^2}=\frac{4\pi(F(G)-Q)}{G^2}+\frac{4\pi Q}{G^2}.$$

If $Q=0$, it has the limit just found. Conversely, suppose it tends to a finite $L$. The difference of the two coefficients then has a finite limit, so $G^2$ times that difference tends to zero. But this product is the constant $4\pi Q$, so $Q=0$, and then $L=-\tfrac{2\pi}{3}M$.

### What the Lean statements say

`formFactor R ρ G`, `charge R ρ` and `secondMoment R ρ` are $F(G)$, $Q$ and $M$. `absFourthMoment R ρ` is $A$: its name counts the power $r^4$ that is averaged, and the volume element supplies the other $r^2$. `Real.sinc` is the unnormalised $\sin x/x$, without a factor $\pi$ in the argument.

The density is a function `ρ : ℝ → ℝ`, but only its values on $[0,R]$ enter. The hypothesis `ContinuousOn ρ (Set.Icc 0 R)` allows a sharp edge at $R$, as in a uniformly charged ball. Interior jumps are excluded, and so, because $R$ is finite, are infinite tails such as those of a Gaussian charge. The radius need only satisfy `0 ≤ R`; at $R=0$ all the integrals vanish.

`coulomb_limit` states the limit, `coulomb_error` the bound at each nonzero $G$, and `finite_limit_iff_neutral` the equivalence for the unsubtracted coefficient. The filter `𝓝[≠] 0` means that $G$ approaches zero through nonzero values of either sign.

Replacing that filter by `𝓝 0` looks harmless, but it makes the limit statement false whenever $M\ne0$. The value at $G=0$ would then count, and Lean's division by zero makes it $0$. A program that guards the division by storing zero there likewise misses the limit.

The step left to physics is Poisson's equation, in units where a point charge has potential $Q/r$: it identifies the quotient with the Fourier transform of the ion's potential minus $Q/r$. In an array that holds the quotient itself, the $G=0$ entry is the limit as it stands. If the array holds Fourier coefficients for a periodic cell, every entry is divided by the cell volume, and the one at $G=0$ is then the ion's contribution to the cell average of this short-range part. In plane-wave electronic structure, this applies to an ion modelled as a rigid spherical charge that is continuous out to a finite radius; for an electron's potential energy, multiply by $-e$, where $e$ is the elementary charge.

```lean
import Mathlib

open Real Filter Topology MeasureTheory

namespace LongWavelengthCoulomb

noncomputable section

/-- The form factor of a spherical density `ρ` supported in radius `R`, at wavenumber `G`:
the integral of `4π r² ρ(r) sinc(G r)`, with `sinc 0 = 1`. -/
def formFactor (R : ℝ) (ρ : ℝ → ℝ) (G : ℝ) : ℝ :=
  ∫ r in (0 : ℝ)..R, 4 * π * r ^ 2 * ρ r * Real.sinc (G * r)

/-- The total charge within radius `R`, the integral of `4π r² ρ(r)` from `0` to `R`. -/
def charge (R : ℝ) (ρ : ℝ → ℝ) : ℝ :=
  ∫ r in (0 : ℝ)..R, 4 * π * r ^ 2 * ρ r

/-- The second radial moment of the charge within radius `R`, the integral of `4π r⁴ ρ(r)` from `0`
to `R`. -/
def secondMoment (R : ℝ) (ρ : ℝ → ℝ) : ℝ :=
  ∫ r in (0 : ℝ)..R, 4 * π * r ^ 4 * ρ r

/-- The fourth radial moment of the absolute charge density, the integral of `4π r⁶ |ρ(r)|` from `0`
to `R`. -/
def absFourthMoment (R : ℝ) (ρ : ℝ → ℝ) : ℝ :=
  ∫ r in (0 : ℝ)..R, 4 * π * r ^ 6 * |ρ r|

/-- At nonzero wavenumber the form factor is the integral of
`4π r² ρ(r) sin(G r)/(G r)`. -/
theorem formFactor_eq_sin (R : ℝ) (ρ : ℝ → ℝ) {G : ℝ} (hG : G ≠ 0) :
    formFactor R ρ G =
      ∫ r in (0 : ℝ)..R, 4 * π * r ^ 2 * ρ r * (sin (G * r) / (G * r)) := by
  have key : ∀ r : ℝ, 4 * π * r ^ 2 * ρ r * Real.sinc (G * r) =
      4 * π * r ^ 2 * ρ r * (sin (G * r) / (G * r)) := by
    intro r
    by_cases hr : r = 0
    · simp [hr]
    · rw [Real.sinc_of_ne_zero (mul_ne_zero hG hr)]
  exact intervalIntegral.integral_congr fun r _ => key r

/-- A function differentiable on the whole real line that vanishes at the origin and has nonnegative
derivative at every `x ≥ 0` is nonnegative at every `x ≥ 0`. -/
theorem nonneg_of_slope {f f' : ℝ → ℝ} (h0 : f 0 = 0)
    (hd : ∀ x, HasDerivAt f (f' x) x) (hn : ∀ x, 0 ≤ x → 0 ≤ f' x)
    {x : ℝ} (hx : 0 ≤ x) : 0 ≤ f x := by
  have hm : MonotoneOn f (Set.Ici 0) := by
    apply monotoneOn_of_deriv_nonneg (convex_Ici 0)
    · exact fun y _ => (hd y).continuousAt.continuousWithinAt
    · exact fun y _ => (hd y).differentiableAt.differentiableWithinAt
    · intro y hy
      rw [(hd y).deriv]
      exact hn y (interior_subset hy)
  have h := hm (Set.mem_Ici.2 le_rfl) (Set.mem_Ici.2 hx) hx
  rwa [h0] at h

/-- For `x ≥ 0` the sine lies between its third-order and fifth-order Taylor polynomials. -/
theorem sin_between {x : ℝ} (hx : 0 ≤ x) :
    x - x ^ 3 / 6 ≤ sin x ∧ sin x ≤ x - x ^ 3 / 6 + x ^ 5 / 120 := by
  have p2 : ∀ y : ℝ, HasDerivAt (fun y : ℝ => y ^ 2 / 2) y y := fun y =>
    ((hasDerivAt_pow 2 y).div_const 2).congr_deriv (by norm_num)
  have p3 : ∀ y : ℝ, HasDerivAt (fun y : ℝ => y ^ 3 / 6) (y ^ 2 / 2) y := fun y =>
    ((hasDerivAt_pow 3 y).div_const 6).congr_deriv (by norm_num; ring)
  have p4 : ∀ y : ℝ, HasDerivAt (fun y : ℝ => y ^ 4 / 24) (y ^ 3 / 6) y := fun y =>
    ((hasDerivAt_pow 4 y).div_const 24).congr_deriv (by norm_num; ring)
  have p5 : ∀ y : ℝ, HasDerivAt (fun y : ℝ => y ^ 5 / 120) (y ^ 4 / 24) y := fun y =>
    ((hasDerivAt_pow 5 y).div_const 120).congr_deriv (by norm_num; ring)
  -- each bound is the slope condition for the next one
  have h3 : ∀ y : ℝ, 0 ≤ y → 0 ≤ sin y - (y - y ^ 3 / 6) := fun y hy =>
    nonneg_of_slope (f := fun y => sin y - (y - y ^ 3 / 6))
      (f' := fun y => cos y - (1 - y ^ 2 / 2)) (by simp)
      (fun y => (Real.hasDerivAt_sin y).fun_sub ((hasDerivAt_id' y).fun_sub (p3 y)))
      (fun y _ => sub_nonneg.2 (Real.one_sub_sq_div_two_le_cos)) hy
  have h4 : ∀ y : ℝ, 0 ≤ y → 0 ≤ 1 - y ^ 2 / 2 + y ^ 4 / 24 - cos y := fun y hy =>
    nonneg_of_slope (f := fun y => 1 - y ^ 2 / 2 + y ^ 4 / 24 - cos y)
      (f' := fun y => sin y - (y - y ^ 3 / 6)) (by simp)
      (fun y => ((((hasDerivAt_const y (1 : ℝ)).fun_sub (p2 y)).fun_add (p4 y)).fun_sub
        (Real.hasDerivAt_cos y)).congr_deriv (by ring)) h3 hy
  have h5 := nonneg_of_slope (f := fun y => y - y ^ 3 / 6 + y ^ 5 / 120 - sin y)
      (f' := fun y => 1 - y ^ 2 / 2 + y ^ 4 / 24 - cos y) (by simp)
      (fun y => (((hasDerivAt_id' y).fun_sub (p3 y)).fun_add (p5 y)).fun_sub
        (Real.hasDerivAt_sin y)) h4 hx
  exact ⟨sub_nonneg.1 (h3 x hx), sub_nonneg.1 h5⟩

/-- The kernel `sinc x` differs from `1 - x²/6` by at most `x⁴/120`, for every real `x`. -/
theorem sinc_remainder (x : ℝ) : |Real.sinc x - 1 + x ^ 2 / 6| ≤ x ^ 4 / 120 := by
  have key : ∀ y : ℝ, 0 < y → |Real.sinc y - 1 + y ^ 2 / 6| ≤ y ^ 4 / 120 := by
    intro y hy
    obtain ⟨hl, hu⟩ := sin_between hy.le
    have h1 : 1 - y ^ 2 / 6 ≤ sin y / y := by
      rw [le_div_iff₀ hy]
      linarith [show (1 - y ^ 2 / 6) * y = y - y ^ 3 / 6 by ring]
    have h2 : sin y / y ≤ 1 - y ^ 2 / 6 + y ^ 4 / 120 := by
      rw [div_le_iff₀ hy]
      linarith [show (1 - y ^ 2 / 6 + y ^ 4 / 120) * y =
        y - y ^ 3 / 6 + y ^ 5 / 120 by ring]
    have h4 : 0 ≤ y ^ 4 := by positivity
    rw [Real.sinc_of_ne_zero hy.ne', abs_le]
    constructor <;> linarith
  rcases lt_trichotomy x 0 with hx | hx | hx
  · have h := key (-x) (neg_pos.2 hx)
    rwa [Real.sinc_neg, show (-x) ^ 2 = x ^ 2 by ring,
      show (-x) ^ 4 = x ^ 4 by ring] at h
  · simp [hx]
  · exact key x hx

/-- For a density continuous on `[0,R]`, the form factor equals the charge minus `G²/6` times
the second moment, up to `G⁴/120` times the absolute fourth moment. -/
theorem formFactor_expansion {R : ℝ} (hR : 0 ≤ R) {ρ : ℝ → ℝ}
    (hρ : ContinuousOn ρ (Set.Icc 0 R)) (G : ℝ) :
    |formFactor R ρ G - charge R ρ + G ^ 2 / 6 * secondMoment R ρ| ≤
      G ^ 4 / 120 * absFourthMoment R ρ := by
  have hw : ∀ n : ℕ, Continuous fun r : ℝ => 4 * π * r ^ n := fun n => by fun_prop
  have hs : Continuous fun r : ℝ => Real.sinc (G * r) :=
    Real.continuous_sinc.comp (continuous_const.mul continuous_id)
  have i1 : IntervalIntegrable (fun r => 4 * π * r ^ 2 * ρ r * Real.sinc (G * r))
      volume 0 R :=
    (((hw 2).continuousOn.mul hρ).mul hs.continuousOn).intervalIntegrable_of_Icc hR
  have i2 : IntervalIntegrable (fun r => 4 * π * r ^ 2 * ρ r) volume 0 R :=
    ((hw 2).continuousOn.mul hρ).intervalIntegrable_of_Icc hR
  have i3 : IntervalIntegrable (fun r => G ^ 2 / 6 * (4 * π * r ^ 4 * ρ r)) volume 0 R :=
    (((hw 4).continuousOn.mul hρ).intervalIntegrable_of_Icc hR).const_mul _
  have i12 : IntervalIntegrable (fun r => 4 * π * r ^ 2 * ρ r * Real.sinc (G * r) -
      4 * π * r ^ 2 * ρ r) volume 0 R := i1.sub i2
  have i6 : IntervalIntegrable (fun r => G ^ 4 / 120 * (4 * π * r ^ 6 * |ρ r|))
      volume 0 R :=
    (((hw 6).continuousOn.mul hρ.abs).intervalIntegrable_of_Icc hR).const_mul _
  -- collect the three integrals into one, then bound its integrand
  unfold formFactor charge secondMoment absFourthMoment
  rw [← intervalIntegral.integral_const_mul, ← intervalIntegral.integral_const_mul,
    ← intervalIntegral.integral_sub i1 i2, ← intervalIntegral.integral_add i12 i3,
    ← Real.norm_eq_abs]
  refine intervalIntegral.norm_integral_le_of_norm_le hR
    (Eventually.of_forall fun r _ => ?_) i6
  have hp : 0 ≤ 4 * π * r ^ 2 := by positivity
  calc ‖4 * π * r ^ 2 * ρ r * Real.sinc (G * r) - 4 * π * r ^ 2 * ρ r +
        G ^ 2 / 6 * (4 * π * r ^ 4 * ρ r)‖
      = |4 * π * r ^ 2 * ρ r * (Real.sinc (G * r) - 1 + (G * r) ^ 2 / 6)| := by
        rw [Real.norm_eq_abs]
        congr 1
        ring
    _ = 4 * π * r ^ 2 * |ρ r| * |Real.sinc (G * r) - 1 + (G * r) ^ 2 / 6| := by
        rw [abs_mul, abs_mul, abs_of_nonneg hp]
    _ ≤ 4 * π * r ^ 2 * |ρ r| * ((G * r) ^ 4 / 120) :=
        mul_le_mul_of_nonneg_left (sinc_remainder _) (mul_nonneg hp (abs_nonneg _))
    _ = G ^ 4 / 120 * (4 * π * r ^ 6 * |ρ r|) := by ring

/-- For a density continuous on `[0,R]` and `G ≠ 0`, the charge-subtracted Coulomb coefficient
differs from `-(2π/3)` times the second moment by at most `(π/30) G²` times the absolute
fourth moment. -/
theorem coulomb_error {R : ℝ} (hR : 0 ≤ R) {ρ : ℝ → ℝ}
    (hρ : ContinuousOn ρ (Set.Icc 0 R)) {G : ℝ} (hG : G ≠ 0) :
    |4 * π * (formFactor R ρ G - charge R ρ) / G ^ 2 - -(2 * π / 3) * secondMoment R ρ| ≤
      π / 30 * G ^ 2 * absFourthMoment R ρ := by
  have hp : 0 ≤ 4 * π / G ^ 2 := by positivity
  calc _ = |4 * π / G ^ 2 *
        (formFactor R ρ G - charge R ρ + G ^ 2 / 6 * secondMoment R ρ)| := by
        congr 1
        field_simp
        ring
    _ = 4 * π / G ^ 2 *
        |formFactor R ρ G - charge R ρ + G ^ 2 / 6 * secondMoment R ρ| := by
        rw [abs_mul, abs_of_nonneg hp]
    _ ≤ 4 * π / G ^ 2 * (G ^ 4 / 120 * absFourthMoment R ρ) :=
        mul_le_mul_of_nonneg_left (formFactor_expansion hR hρ G) hp
    _ = _ := by
        field_simp
        ring

/-- For a density continuous on `[0,R]`, the charge-subtracted Coulomb coefficient
`4π (F(G) - Q)/G²` tends to `-(2π/3)` times the second radial moment as `G` tends to zero
through nonzero values. -/
theorem coulomb_limit {R : ℝ} (hR : 0 ≤ R) {ρ : ℝ → ℝ}
    (hρ : ContinuousOn ρ (Set.Icc 0 R)) :
    Tendsto (fun G => 4 * π * (formFactor R ρ G - charge R ρ) / G ^ 2) (𝓝[≠] 0)
      (𝓝 (-(2 * π / 3) * secondMoment R ρ)) := by
  have hc : Continuous fun G : ℝ => π / 30 * G ^ 2 * absFourthMoment R ρ := by fun_prop
  have h0 : Tendsto (fun G : ℝ => π / 30 * G ^ 2 * absFourthMoment R ρ) (𝓝 0)
      (𝓝 (π / 30 * (0 : ℝ) ^ 2 * absFourthMoment R ρ)) := hc.tendsto 0
  rw [show π / 30 * (0 : ℝ) ^ 2 * absFourthMoment R ρ = 0 by ring] at h0
  refine tendsto_iff_norm_sub_tendsto_zero.2 (squeeze_zero'
    (Eventually.of_forall fun _ => norm_nonneg _) ?_ (h0.mono_left nhdsWithin_le_nhds))
  filter_upwards [self_mem_nhdsWithin] with G hG
  exact coulomb_error hR hρ hG

/-- For a density continuous on `[0,R]`, the full Coulomb coefficient `4π F(G)/G²` tends to a
finite value `L` as `G → 0`, `G ≠ 0`, exactly when the total charge vanishes and `L` is
`-(2π/3)` times the second radial moment. -/
theorem finite_limit_iff_neutral {R : ℝ} (hR : 0 ≤ R) {ρ : ℝ → ℝ}
    (hρ : ContinuousOn ρ (Set.Icc 0 R)) (L : ℝ) :
    Tendsto (fun G => 4 * π * formFactor R ρ G / G ^ 2) (𝓝[≠] 0) (𝓝 L) ↔
      charge R ρ = 0 ∧ L = -(2 * π / 3) * secondMoment R ρ := by
  have hlim := coulomb_limit hR hρ
  constructor
  · intro h
    have h2 : Tendsto (fun G : ℝ => G ^ 2) (𝓝 0) (𝓝 ((0 : ℝ) ^ 2)) :=
      (continuous_pow 2).tendsto 0
    -- G² times the difference of the two coefficients is the constant 4πQ
    have h4 : Tendsto (fun _ : ℝ => 4 * π * charge R ρ) (𝓝[≠] 0)
        (𝓝 ((0 : ℝ) ^ 2 * (L - -(2 * π / 3) * secondMoment R ρ))) := by
      refine ((h2.mono_left nhdsWithin_le_nhds).mul (h.sub hlim)).congr' ?_
      filter_upwards [self_mem_nhdsWithin] with G hG
      have hG0 : G ≠ 0 := hG
      field_simp
      ring
    have h5 : 4 * π * charge R ρ = 0 := by
      rw [← tendsto_nhds_unique h4 tendsto_const_nhds]
      ring
    have hq : charge R ρ = 0 :=
      (mul_eq_zero.1 h5).resolve_left (by positivity)
    simp only [hq, sub_zero] at hlim
    exact ⟨hq, tendsto_nhds_unique h hlim⟩
  · rintro ⟨hq, rfl⟩
    simpa only [hq, sub_zero] using hlim

end

end LongWavelengthCoulomb
```

```lean
#print axioms LongWavelengthCoulomb.formFactor_eq_sin
#print axioms LongWavelengthCoulomb.finite_limit_iff_neutral
```

```
'LongWavelengthCoulomb.formFactor_eq_sin' depends on axioms: [propext, Classical.choice, Quot.sound]
'LongWavelengthCoulomb.finite_limit_iff_neutral' depends on axioms: [propext, Classical.choice, Quot.sound]
```

### How the Lean proof is built

`formFactor_eq_sin` recovers the textbook kernel for $G\ne0$; at $r=0$ the weight $r^2$ makes both integrands vanish.

`nonneg_of_slope` takes the place of integrating from zero: a differentiable function that is $0$ at the origin and has nonnegative slope from there on stays nonnegative. `sin_between` applies it three times, starting from Mathlib's bound $1-y^2/2\le\cos y$. Its steps `h3`, `h4` and `h5` are the three inequalities displayed above. `sinc_remainder` divides by $y$ and treats negative $x$ by evenness and $x=0$ separately.

In `formFactor_expansion`, continuity makes each integrand integrable, which allows the three integrals to be merged into one. The `calc` block factors out $4\pi r^2\rho(r)$ and applies the kernel bound at $x=Gr$.

`coulomb_error` multiplies by $4\pi/G^2$, and `coulomb_limit` squeezes the error between zero and a polynomial in $G$ that vanishes at the origin.

For the forward direction of `finite_limit_iff_neutral`, `h4` says that the constant $4\pi Q$ tends to $0^2$ times a finite number. Uniqueness of limits gives $Q=0$, and a second use of it fixes $L$. The reverse direction is `coulomb_limit` with $Q=0$ inserted.
